# At fixed screening, the static screened mean field on a finite grid has, between real orbitals, the derivative \((ai|v|bj)-(ab|W|ij)\)

**Q.** Suppose I build an exciton matrix and put the screened interaction \(W\) into \((ai|bj)\) and the bare \(v\) into \((ab|ij)\). With symmetric interactions and real orbitals the matrix is still symmetric and diagonalises without complaint. What has gone wrong?

**A.** Suppose your orbital energies come from the static screened mean field written below. The matrix then in general no longer contains the linear-response kernel of that mean field. The placement of \(v\) and \(W\) in the kernel follows from differentiating the mean field. Take a finite grid with points \(x,y\), a real density matrix \(P\), a one-body matrix \(h\), and fixed real matrices \(v\) and \(W\). The mean field is

\[
F(P)=h+\mathrm{diag}(v\,\mathrm{diag}P)-W\circ P+\tfrac12\mathrm{diag}(W-v),
\]

where \(\circ\) multiplies entry by entry. Here \(\mathrm{diag}P\) is the vector of diagonal entries of \(P\), the outer diag in the second term turns a vector into a diagonal matrix, and \(\mathrm{diag}(W-v)\) is the matrix \(W-v\) with its off-diagonal entries set to zero. The terms after \(h\) are the Hartree potential, the screened exchange and the static Coulomb hole.

**Q.** In a real material \(W\) depends on \(P\) through the polarisability. Where is that dependence?

**A.** It is absent. Holding \(W\) fixed stands for the usual neglect of the change in screening when the density matrix changes. It is an assumption here, and it is also why the Coulomb hole drops out of the derivative: a \(W\) that varied with \(P\) would generally bring in further terms from both the exchange and the Coulomb hole.

**Q.** Then do the derivative by hand.

**A.** Replace \(P\) by \(P+X\). The Hartree and exchange terms are linear in the density matrix and the other two are constant, so

\[
F(P+X)=F(P)+K(X),\qquad K(X)=\mathrm{diag}(v\,\mathrm{diag}X)-W\circ X .
\]

There is no remainder, so \(K\) is the derivative at every \(P\). Now let \(a,i,b,j\) be real orbitals and take \(X=bj^T\), that is, \(X_{xy}=b_xj_y\). Then

\[
a^TK(X)\,i=\sum_{x,y}a_xi_x\,v_{xy}\,b_yj_y-\sum_{x,y}a_x\,W_{xy}\,b_xj_y\,i_y .
\]

With the notation \((pq|u|rs)=\sum_{x,y}p_xq_x\,u_{xy}\,r_ys_y\), the first sum is \((ai|v|bj)\). In the second, \(a\) and \(b\) sit at \(x\) while \(i\) and \(j\) sit at \(y\), so it is \((ab|W|ij)\). No symmetry of \(v\) or \(W\) was used.

**Q.** How does the formal version represent the grid?

**A.** As an arbitrary finite type `n`. Orbitals are functions `n → ℝ` and operators are real matrices.

```lean
import Mathlib

open Matrix

namespace StaticScreenedKernel

noncomputable section

variable {n : Type*} [Fintype n] [DecidableEq n]
```

Quadrature weights do not appear, so they must be absorbed into the vectors and matrices. Spin is not separated out either: a grid index may include it, but no spin-adapted singlet or triplet factors are derived.

**Q.** And the Coulomb hole is really local?

**A.** Yes. `diag` extracts the diagonal of \(W-v\) as a vector, and `diagonal` puts it back as a matrix with zeros elsewhere.

```lean
/-- The static Coulomb-hole term: half the local part of the screened minus the bare
interaction. -/
def coulombHole (v W : Matrix n n ℝ) : Matrix n n ℝ :=
  (1 / 2 : ℝ) • diagonal (W - v).diag
```

The mean field then follows the formula above term by term, with `*ᵥ` for a matrix acting on a vector and `⊙` for the entrywise product.

```lean
/-- The static mean field of a density matrix `P`: one-body part, Hartree potential,
screened exchange and Coulomb hole. -/
def meanField (h v W P : Matrix n n ℝ) : Matrix n n ℝ :=
  h + diagonal (v *ᵥ P.diag) - W ⊙ P + coulombHole v W
```

**Q.** Is the kernel defined as the derivative, or is that proved?

**A.** It is defined by its own formula, and the derivative is proved later. The definition includes the proof that \(K\) is linear: additivity and scaling are checked entry by entry, on and off the diagonal.

```lean
/-- The static screened kernel: the Hartree potential of a density-matrix change minus its
screened exchange. -/
def screenedKernel (v W : Matrix n n ℝ) : Matrix n n ℝ →ₗ[ℝ] Matrix n n ℝ where
  toFun X := diagonal (v *ᵥ X.diag) - W ⊙ X
  map_add' X Y := by
    ext x y
    simp only [Matrix.sub_apply, Matrix.add_apply, hadamard_apply, diag_add, mulVec_add,
      diagonal_apply, Pi.add_apply]
    split_ifs <;> ring
  map_smul' c X := by
    ext x y
    simp only [Matrix.sub_apply, Matrix.smul_apply, hadamard_apply, diag_smul, mulVec_smul,
      diagonal_apply, Pi.smul_apply, smul_eq_mul, RingHom.id_apply]
    split_ifs <;> ring
```

The integrals are double grid sums, with the first orbital pair at \(x\) and the second at \(y\).

```lean
/-- The two-electron integral `(pq|u|rs)` on the grid: the interaction `u` between the
orbital products `p q` and `r s`. -/
def pairIntegral (u : Matrix n n ℝ) (p q r s : n → ℝ) : ℝ :=
  ∑ x, ∑ y, p x * q x * u x y * (r y * s y)
```

**Q.** Where is your step without a remainder?

**A.** In two lemmas. The first splits \(F(P)\) into \(K(P)\) plus the constant \(h\) and Coulomb-hole parts.

```lean
/-- The mean field is the screened kernel applied to the density matrix, plus a part that does
not depend on the density matrix. -/
theorem meanField_eq (h v W P : Matrix n n ℝ) :
    meanField h v W P = screenedKernel v W P + (h + coulombHole v W) := by
  change h + diagonal (v *ᵥ P.diag) - W ⊙ P + coulombHole v W
    = (diagonal (v *ᵥ P.diag) - W ⊙ P) + (h + coulombHole v W)
  abel
```

The second applies that split at \(P+X\) and at \(P\), then uses linearity. It holds for a change of any size.

```lean
/-- A density-matrix change of any size changes the mean field by exactly the screened kernel
applied to it. -/
theorem meanField_add (h v W P X : Matrix n n ℝ) :
    meanField h v W (P + X) = meanField h v W P + screenedKernel v W X := by
  rw [meanField_eq, meanField_eq, map_add]
  abel
```

**Q.** And the orbital indices?

**A.** `vecMulVec b j` is \(bj^T\), and `a ⬝ᵥ (M *ᵥ i)` is \(a^TMi\). The proof separates the Hartree and exchange parts, expands each into sums, and reorders the factors under the sums as we did.

```lean
/-- Between orbitals `a` and `i`, the screened kernel along `b jᵀ` is the bare integral
`(ai|v|bj)` minus the screened integral `(ab|W|ij)`. -/
theorem screenedKernel_element (v W : Matrix n n ℝ) (a i b j : n → ℝ) :
    a ⬝ᵥ (screenedKernel v W (vecMulVec b j) *ᵥ i)
      = pairIntegral v a i b j - pairIntegral W a b i j := by
  change a ⬝ᵥ ((diagonal (v *ᵥ (vecMulVec b j).diag) - W ⊙ vecMulVec b j) *ᵥ i) = _
  rw [sub_mulVec, dotProduct_sub]
  congr 1
  · -- the Hartree part is local in the pair `a i`
    simp only [dotProduct, mulVec_diagonal, pairIntegral]
    refine Finset.sum_congr rfl fun x _ => ?_
    simp only [mulVec, dotProduct, diag_apply, vecMulVec_apply, Finset.mul_sum, Finset.sum_mul]
    exact Finset.sum_congr rfl fun y _ => by ring
  · -- the exchange part pairs `a` with `b` and `i` with `j`
    simp only [dotProduct, mulVec, hadamard_apply, vecMulVec_apply, Finset.mul_sum, pairIntegral]
    exact Finset.sum_congr rfl fun x _ => Finset.sum_congr rfl fun y _ => by ring
```

**Q.** A Fréchet derivative needs a norm. Which one did you choose?

**A.** The largest absolute entry. In finite dimension every norm gives the same derivative, so the choice carries no physics. `HasFDerivAt` says that \(K\), regarded as a continuous linear map, is the derivative at \(P\). The proof rewrites \(F\) as \(K\) plus a constant and differentiates that.

```lean
section Frechet

attribute [local instance] Matrix.normedAddCommGroup Matrix.normedSpace

/-- At every density matrix the Fréchet derivative of the mean field is the same screened
kernel, which contains neither the one-body part nor the Coulomb hole. -/
theorem hasFDerivAt_meanField (h v W P : Matrix n n ℝ) :
    HasFDerivAt (meanField h v W) (LinearMap.toContinuousLinearMap (screenedKernel v W)) P := by
  have e : meanField h v W = fun Q =>
      LinearMap.toContinuousLinearMap (screenedKernel v W) Q + (h + coulombHole v W) :=
    funext fun Q => meanField_eq h v W Q
  rw [e]
  exact (ContinuousLinearMap.hasFDerivAt _).add_const _
```

Lean's `fderiv` returns zero for a function that is not differentiable, so the previous theorem is what gives the next one its meaning. The proof replaces `fderiv` by \(K\) and inserts the matrix element.

```lean
/-- The Fréchet derivative of the mean field along `b jᵀ`, taken between orbitals `a` and `i`,
equals `(ai|v|bj) - (ab|W|ij)` at every density matrix. -/
theorem fderiv_meanField_element (h v W P : Matrix n n ℝ) (a i b j : n → ℝ) :
    a ⬝ᵥ (fderiv ℝ (meanField h v W) P (vecMulVec b j) *ᵥ i)
      = pairIntegral v a i b j - pairIntegral W a b i j := by
  rw [(hasFDerivAt_meanField h v W P).fderiv]
  exact screenedKernel_element v W a i b j

end Frechet
```

**Q.** That gives a kernel. A Bethe-Salpeter matrix also has orbital-energy differences.

**A.** They come from the commutator \([F(P),P]\), which drives the density matrix in time. Write \(L=F(P)\), \(X=bj^T\) and \(k=K(X)\). For a real amplitude \(t\),

\[
[L+tk,\,P+tX]=[L,P]+t\big([L,X]+[k,P]\big)+t^2[k,X].
\]

Let \(a\) be empty and \(i\) filled, so \(Pa=0\) and \(Pi=i\), and let both be eigenvectors: \(La=\varepsilon_a a\), \(Li=\varepsilon_i i\). If \(L\) and \(P\) are symmetric, then also \(a^TL=\varepsilon_a a^T\) and \(a^TP=0\). The four contributions to the linear term are

\[
\begin{aligned}
a^TLXi&=\varepsilon_a(a\cdot b)(j\cdot i), & a^TXLi&=\varepsilon_i(a\cdot b)(j\cdot i),\\
a^TkPi&=a^Tki, & a^TPki&=0 .
\end{aligned}
\]

Combined with their signs, they give

\[
(\varepsilon_a-\varepsilon_i)(a\cdot b)(j\cdot i)+(ai|v|bj)-(ab|W|ij).
\]

**Q.** You assumed that \(L\) is symmetric.

**A.** That is derived from the symmetry of \(h\), \(W\) and \(P\). The off-diagonal entries of \(F(P)\) are \(h_{xy}-W_{xy}P_{xy}\). The bare interaction enters only on the diagonal, so \(v\) needs no symmetry. The proof treats equal and unequal grid indices separately.

```lean
/-- The mean field is symmetric when the one-body part, the screened interaction and the
density matrix are. -/
theorem meanField_isSymm {h W P : Matrix n n ℝ} (v : Matrix n n ℝ)
    (hh : h.IsSymm) (hW : W.IsSymm) (hP : P.IsSymm) : (meanField h v W P).IsSymm := by
  refine Matrix.IsSymm.ext fun x y => ?_
  rcases eq_or_ne x y with rfl | hxy
  · rfl
  · simp [meanField, coulombHole, hxy, hxy.symm, hh.apply x y, hW.apply x y, hP.apply x y]
```

**Q.** What exactly does the commutator theorem state, then?

**A.** That the \((a,i)\) element of the commutator, as a function of \(t\), has the derivative above at \(t=0\). The hypotheses `ha` and `hi` are the eigenvalue equations, while `hPa` and `hPi` say that \(a\) is empty and \(i\) filled.

The vectors \(b\) and \(j\) are arbitrary. To read the result as a Tamm-Dancoff matrix element, take \(b\) empty and \(j\) filled, from the same orthonormal set as \(a\) and \(i\). The overlaps then become \(\delta_{ab}\delta_{ij}\). The change \(bj^T\) contains only the excitation part; the reverse part \(jb^T\), which would couple excitations to de-excitations, is left out. For that reason \(P+t\,bj^T\) is in general not symmetric and is not itself a physical density matrix: \(bj^T\) is one component of a physical change, which the term linear in \(t\) lets us treat separately.

In the proof, `haL` and `haP` turn the equations for \(a\) into equations from the left, and `xi` evaluates \(a^TXi\). Then `e` is the quadratic expansion, `quad` reads off its linear coefficient, and `t1` to `t4` are the four contributions in the order I gave them.

```lean
/-- Let `h`, `W` and `P` be symmetric, and let `a` and `i` satisfy the eigenvalue equations of the
mean field with `P a = 0` and `P i = i`. When the density matrix is `P + t b jᵀ`, the `(a, i)`
element of the commutator of mean field and density matrix has at `t = 0` the derivative `(εa - εi)
(a ⬝ b) (j ⬝ i) + (ai|v|bj) - (ab|W|ij)`. -/
theorem hasDerivAt_commutator_element {h v W P : Matrix n n ℝ} {a i : n → ℝ} {εa εi : ℝ}
    (hh : h.IsSymm) (hW : W.IsSymm) (hP : P.IsSymm)
    (ha : meanField h v W P *ᵥ a = εa • a) (hi : meanField h v W P *ᵥ i = εi • i)
    (hPa : P *ᵥ a = 0) (hPi : P *ᵥ i = i) (b j : n → ℝ) :
    HasDerivAt (fun t : ℝ => a ⬝ᵥ
        ((meanField h v W (P + t • vecMulVec b j) * (P + t • vecMulVec b j)
          - (P + t • vecMulVec b j) * meanField h v W (P + t • vecMulVec b j)) *ᵥ i))
      ((εa - εi) * ((a ⬝ᵥ b) * (j ⬝ᵥ i))
        + (pairIntegral v a i b j - pairIntegral W a b i j)) 0 := by
  have hel := screenedKernel_element v W a i b j
  have hadd : ∀ t : ℝ, meanField h v W (P + t • vecMulVec b j)
      = meanField h v W P + t • screenedKernel v W (vecMulVec b j) := fun t => by
    rw [meanField_add, map_smul]
  have haL : a ᵥ* meanField h v W P = εa • a := by
    rw [← mulVec_transpose, (meanField_isSymm v hh hW hP).eq, ha]
  have haP : a ᵥ* P = 0 := by rw [← mulVec_transpose, hP.eq, hPa]
  have xi : a ⬝ᵥ (vecMulVec b j *ᵥ i) = (a ⬝ᵥ b) * (j ⬝ᵥ i) := by
    simp only [dotProduct, mulVec, vecMulVec_apply, Finset.sum_mul_sum]
    refine Finset.sum_congr rfl fun x _ => ?_
    rw [Finset.mul_sum]
    exact Finset.sum_congr rfl fun y _ => by ring
  simp only [hadd]
  generalize meanField h v W P = L at *
  generalize screenedKernel v W (vecMulVec b j) = k at *
  generalize vecMulVec b j = X at *
  -- the commutator is a quadratic polynomial in the amplitude
  have e : ∀ t : ℝ, a ⬝ᵥ (((L + t • k) * (P + t • X) - (P + t • X) * (L + t • k)) *ᵥ i)
      = a ⬝ᵥ ((L * P - P * L) *ᵥ i) + t * (a ⬝ᵥ ((L * X - X * L + (k * P - P * k)) *ᵥ i))
        + t ^ 2 * (a ⬝ᵥ ((k * X - X * k) *ᵥ i)) := fun t => by
    have m : (L + t • k) * (P + t • X) - (P + t • X) * (L + t • k)
        = (L * P - P * L) + t • (L * X - X * L + (k * P - P * k))
          + (t ^ 2) • (k * X - X * k) := by
      simp only [Matrix.add_mul, Matrix.mul_add, Matrix.smul_mul, Matrix.mul_smul]
      module
    rw [m, add_mulVec, add_mulVec, smul_mulVec, smul_mulVec, dotProduct_add, dotProduct_add,
      dotProduct_smul, dotProduct_smul, smul_eq_mul, smul_eq_mul]
  have quad : ∀ c0 c1 c2 : ℝ,
      HasDerivAt (fun t : ℝ => c0 + t * c1 + t ^ 2 * c2) c1 0 := fun c0 c1 c2 => by
    have q := (((hasDerivAt_id' (0 : ℝ)).mul_const c1).const_add c0).fun_add
      (((hasDerivAt_id' (0 : ℝ)).fun_pow 2).mul_const c2)
    exact q.congr_deriv (by simp)
  -- the linear coefficient: orbital-energy difference plus kernel
  have t1 : a ⬝ᵥ ((L * X) *ᵥ i) = εa * ((a ⬝ᵥ b) * (j ⬝ᵥ i)) := by
    rw [← mulVec_mulVec, dotProduct_mulVec, haL, smul_dotProduct, smul_eq_mul, xi]
  have t2 : a ⬝ᵥ ((X * L) *ᵥ i) = εi * ((a ⬝ᵥ b) * (j ⬝ᵥ i)) := by
    rw [← mulVec_mulVec, hi, mulVec_smul, dotProduct_smul, smul_eq_mul, xi]
  have t3 : a ⬝ᵥ ((k * P) *ᵥ i) = a ⬝ᵥ (k *ᵥ i) := by rw [← mulVec_mulVec, hPi]
  have t4 : a ⬝ᵥ ((P * k) *ᵥ i) = 0 := by
    rw [← mulVec_mulVec, dotProduct_mulVec, haP, zero_dotProduct]
  refine ((quad _ _ _).congr_deriv ?_).congr_of_eventuallyEq (Filter.Eventually.of_forall e)
  rw [add_mulVec, sub_mulVec, sub_mulVec, dotProduct_add, dotProduct_sub, dotProduct_sub,
    t1, t2, t3, t4, hel]
  ring
```

**Q.** Those are many conditions. Does any mean field with actual interactions meet them?

**A.** A two-site dimer does. Its hopping is \(-1\), its interactions are prescribed numbers and not a computed screening, and its even orbital is filled by one electron, with spin left out. The theorem uses the unnormalised vectors \((1,1)\) and \((1,-1)\); the normalised orbitals are \(i=(1,1)/\sqrt2\) and \(a=(1,-1)/\sqrt2\), with the same energies \(\varepsilon_i=-3/4\) and \(\varepsilon_a=7/4\). The proof computes the mean field entry by entry, then checks the symmetries, the eigenvalue equations and the occupations.

```lean
/-- A two-site dimer with hopping `-1` has this mean field, and its even and odd orbitals are a
filled and an empty eigenvector with energies `-3/4` and `7/4`. -/
theorem hasDerivAt_commutator_element_witness :
    let h : Matrix (Fin 2) (Fin 2) ℝ := !![0, -1; -1, 0]
    let v : Matrix (Fin 2) (Fin 2) ℝ := !![2, 1; 1, 2]
    let W : Matrix (Fin 2) (Fin 2) ℝ := !![1, 1 / 2; 1 / 2, 1]
    let P : Matrix (Fin 2) (Fin 2) ℝ := !![1 / 2, 1 / 2; 1 / 2, 1 / 2]
    h.IsSymm ∧ W.IsSymm ∧ P.IsSymm ∧
      meanField h v W P = !![1 / 2, -5 / 4; -5 / 4, 1 / 2] ∧
      meanField h v W P *ᵥ ![1, -1] = (7 / 4 : ℝ) • ![1, -1] ∧
      meanField h v W P *ᵥ ![1, 1] = (-3 / 4 : ℝ) • ![1, 1] ∧
      P *ᵥ ![1, -1] = 0 ∧ P *ᵥ ![1, 1] = ![1, 1] := by
  intro h v W P
  have hF : meanField h v W P = !![1 / 2, -5 / 4; -5 / 4, 1 / 2] := by
    ext x y
    fin_cases x <;> fin_cases y <;>
      norm_num [h, v, W, P, meanField, coulombHole, diagonal_apply, mulVec, dotProduct,
        Fin.sum_univ_two]
  refine ⟨?_, ?_, ?_, hF, ?_, ?_, ?_, ?_⟩
  · ext x y; fin_cases x <;> fin_cases y <;> rfl
  · ext x y; fin_cases x <;> fin_cases y <;> rfl
  · ext x y; fin_cases x <;> fin_cases y <;> rfl
  · rw [hF]; ext x; fin_cases x <;> norm_num [mulVec, dotProduct, Fin.sum_univ_two]
  · rw [hF]; ext x; fin_cases x <;> norm_num [mulVec, dotProduct, Fin.sum_univ_two]
  · ext x; fin_cases x <;> norm_num [P, mulVec, dotProduct, Fin.sum_univ_two]
  · ext x; fin_cases x <;> norm_num [P, mulVec, dotProduct, Fin.sum_univ_two]

end

end StaticScreenedKernel
```

**Q.** What is the exciton matrix element for that dimer?

**A.** Set \(b=a\) and \(j=i\), with normalised orbitals. The energy difference is \(5/2\), and the integrals are \((ai|v|ai)=1/2\) and \((aa|W|ii)=3/4\). The formula gives \(5/2+1/2-3/4=9/4\).

**Q.** So what may I take from this into an electronic-structure calculation?

**A.** For real orbitals on a finite grid, with static screening held fixed, it tells you which interaction belongs in which integral of a Tamm-Dancoff Bethe-Salpeter matrix built on this mean field. Frequency-dependent screening and the accuracy of the fixed-\(W\) approximation are separate questions that these theorems leave open.

```lean
#print axioms StaticScreenedKernel.hasFDerivAt_meanField
#print axioms StaticScreenedKernel.fderiv_meanField_element
#print axioms StaticScreenedKernel.hasDerivAt_commutator_element
```

```
'StaticScreenedKernel.hasFDerivAt_meanField' depends on axioms: [propext, Classical.choice, Quot.sound]
'StaticScreenedKernel.fderiv_meanField_element' depends on axioms: [propext, Classical.choice, Quot.sound]
'StaticScreenedKernel.hasDerivAt_commutator_element' depends on axioms: [propext, Classical.choice, Quot.sound]
```
